# Three-letter ballot words with n copies of each letter number 2(3n)!/(n!(n+1)!(n+2)!)

## Ten singlets, five of them independent

Take six SU(3) triplets and build singlets by contracting them in two groups of three with the antisymmetric tensor $\varepsilon_{ijk}$. There are ten ways to choose the groups, but the ten singlets span a space of dimension five. A calculation that uses all ten as a basis has a singular overlap matrix, and one that stops at four misses a state. Listing the contractions doesn't by itself show how many are independent. The formula below gives the number of independent singlets among $3n$ triplets without an overlap matrix.

For a finite SU(3) spin chain with one fundamental triplet on each of $3n$ sites, this number is the dimension of the singlet sector, which an SU(3)-symmetric Hamiltonian maps into itself.

## Coupling paths as words

Couple the triplets one after another. Each intermediate irreducible representation is labelled by a Young diagram with row lengths $a \ge b \ge c$. Coupling one more triplet adds one box to the diagram, and every allowed diagram appears exactly once. Only $a-b$ and $b-c$ matter to SU(3), so a singlet has $a=b=c$, and after $3n$ triplets all three equal $n$.

Record the row of each new box as a letter 1, 2 or 3. A coupling path becomes a word in which every prefix has at least as many 1s as 2s and at least as many 2s as 3s. Such words are called ballot words. The paths that end in a singlet give linearly independent states that span the singlet space, so the ballot words with $n$ copies of each letter count the independent singlets.

The Lean theorems count words; the step from words to singlets is the coupling rule just described, which is taken from representation theory.

## What the theorems say

A word is a `List (Fin 3)`, and its letters 0, 1, 2 stand for 1, 2, 3. In `IsBallot`, the expression `p <+: w` says that `p` is a prefix of `w`; the empty word and `w` itself are included. The set `words a b c` contains the ballot words with $a$, $b$ and $c$ copies of the three letters, and `ncard` is its number of elements. Write $N(a,b,c)$ for this number.

The theorem `three_letter_catalan` states, for every natural number $n$,

$$N(n,n,n)=\frac{2\,(3n)!}{n!\,(n+1)!\,(n+2)!}.$$

The equation is in ℚ, so the division is the ordinary one. For $n=0,1,2,3$ the values are 1, 1, 5, 42; at $n=0$ the single word is the empty one.

It follows from the more general `ballot_count`:

$$N(a,b,c)\,(a+2)!\,(b+1)!\,c!=(a+b+c)!\,(a-b+1)(a-c+2)(b-c+1),$$

for $b\le a+1$ and $c\le b+1$. For $a\ge b\ge c$, $N(a,b,c)$ is the number of coupling paths to the diagram with these row lengths, whether or not it is a singlet. The range extends one step beyond the ordered contents because the induction needs it. Two steps out the formula can fail: at $(0,2,0)$ there are no words, but the right side is $-12$.

With $c=0$ and $b\le a$, `two_letter_ballot` gives

$$N(a,b,0)=\frac{(a+b)!\,(a-b+1)}{(a+1)!\,b!}.$$

In electronic structure this is the number of independent spin functions, at fixed $M_S$, for $a+b$ electrons in singly occupied orbitals with total spin $S=(a-b)/2$; it concerns the spin part alone. For $a=b=n$, `two_letter_catalan` identifies it with the Catalan number.

A different model would define the count as the dimension of the SU(3)-invariant subspace of $(\mathbb C^3)^{\otimes 3n}$. The theorem would then speak of singlets directly, but its proof would also need some representation theory, for example the coupling rule.

## The recursion and its solution

Let $a\ge b\ge c$ with $a+b+c=m+1$. Removing the last letter of a ballot word leaves a ballot word. Conversely, appending a letter to a ballot word creates only one new prefix, the whole word, and that prefix satisfies the condition because $a\ge b\ge c$. Hence

$$N(a,b,c)=N(a-1,b,c)+N(a,b-1,c)+N(a,b,c-1),$$

where a term with a negative argument is zero.

The product formula is proved by induction on the length. For the empty word both sides equal 2. If the content is one step outside the ordered region, $b=a+1$ or $c=b+1$, there are no words, and a factor on the right vanishes.

For an ordered content, set $x=a+2$, $y=b+1$, $z=c$ and

$$\Delta(x,y,z)=(x-y)(x-z)(y-z).$$

This is the product of the three factors in the formula. Multiply the recursion by $(a+2)!\,(b+1)!\,c!$ and insert the formula for length $m$. The right side becomes

$$m!\,\bigl[x\Delta(x-1,y,z)+y\Delta(x,y-1,z)+z\Delta(x,y,z-1)\bigr].$$

Terms with a negative argument are treated correctly: $a\ge 1$ because the word isn't empty and $a$ is the largest count; if $b=0$, then $c=0$ and the second term contains $b-c=0$; if $c=0$, the third has the factor $z=0$.

Since $\Delta$ is quadratic in each variable, $\Delta(x-1,y,z)=\Delta-\partial_x\Delta+\tfrac12\partial_x^2\Delta$, and likewise for $y$ and $z$. The bracket is the sum of three parts:

- The undifferentiated terms give $(x+y+z)\Delta$.
- The first derivatives give $-(x\partial_x+y\partial_y+z\partial_z)\Delta=-3\Delta$, because $\Delta$ is homogeneous of degree three.
- The second derivatives give $x(y-z)+y(z-x)+z(x-y)=0$.

The bracket is therefore $(x+y+z-3)\Delta=(a+b+c)\Delta=(m+1)\Delta$. Together with $m!$ this gives $(m+1)!\,\Delta$, as required.

For $a=b=c=n$ the three factors are 1, 2 and 1, which gives the singlet count. For $c=0$, cancelling $(a+2)(b+1)$ gives the two-letter formula.

## The Lean file

```lean
import Mathlib

open scoped Nat

namespace ThreeLetterBallot

/-- A word in the letters 0, 1, 2 (standing for 1, 2, 3) is a ballot word if every prefix has
at least as many 0s as 1s and at least as many 1s as 2s. -/
def IsBallot (w : List (Fin 3)) : Prop :=
  ∀ p, p <+: w → p.count 1 ≤ p.count 0 ∧ p.count 2 ≤ p.count 1

/-- The ballot words with `a` letters 0, `b` letters 1 and `c` letters 2. -/
def words (a b c : ℕ) : Set (List (Fin 3)) :=
  {w | IsBallot w ∧ w.count 0 = a ∧ w.count 1 = b ∧ w.count 2 = c}

/-- The words that land in `S` when the letter `x` is appended. -/
def before (S : Set (List (Fin 3))) (x : Fin 3) : Set (List (Fin 3)) :=
  {w | w ++ [x] ∈ S}

/-- Every letter is one of 0, 1, 2. -/
theorem letter_cases : ∀ x : Fin 3, x = 0 ∨ x = 1 ∨ x = 2 := by decide

/-- The length of a word is the sum of its three letter counts. -/
theorem length_eq_counts (w : List (Fin 3)) :
    w.length = w.count 0 + w.count 1 + w.count 2 := by
  induction w with
  | nil => simp
  | cons x w ih =>
    rcases letter_cases x with rfl | rfl | rfl <;> simp [ih] <;> omega

/-- A finite set of nonempty words is counted by sorting the words by their last letter. -/
theorem ncard_by_last_letter (S : Set (List (Fin 3))) (hS : S.Finite) (h0 : [] ∉ S) :
    S.ncard = (before S 0).ncard + (before S 1).ncard + (before S 2).ncard := by
  let E : Fin 3 → Set (List (Fin 3)) := fun x => (fun w => w ++ [x]) '' before S x
  have sub : ∀ x, E x ⊆ S := by
    rintro x _ ⟨w, hw, rfl⟩
    exact hw
  have card : ∀ x, (E x).ncard = (before S x).ncard := fun x =>
    Set.ncard_image_of_injective _ (fun u v h => by simpa using h)
  -- words with different last letters are different
  have disj : ∀ x y, x ≠ y → Disjoint (E x) (E y) := by
    intro x y hxy
    rw [Set.disjoint_left]
    rintro _ ⟨u, _, rfl⟩ ⟨v, _, h⟩
    apply hxy
    have h' := congrArg List.getLast? h
    simpa using h'.symm
  have cover : S = E 0 ∪ E 1 ∪ E 2 := by
    apply Set.Subset.antisymm
    · intro w hw
      have hne : w ≠ [] := fun h => h0 (h ▸ hw)
      obtain ⟨u, x, rfl⟩ : ∃ u x, w = u ++ [x] :=
        ⟨w.dropLast, w.getLast hne, (List.dropLast_concat_getLast hne).symm⟩
      rcases letter_cases x with rfl | rfl | rfl
      · exact Or.inl (Or.inl ⟨u, hw, rfl⟩)
      · exact Or.inl (Or.inr ⟨u, hw, rfl⟩)
      · exact Or.inr ⟨u, hw, rfl⟩
    · exact Set.union_subset (Set.union_subset (sub 0) (sub 1)) (sub 2)
  have f : ∀ x, (E x).Finite := fun x => hS.subset (sub x)
  calc S.ncard = (E 0 ∪ E 1 ∪ E 2).ncard := congrArg Set.ncard cover
    _ = _ := by
      rw [Set.ncard_union_eq (Set.disjoint_union_left.2
          ⟨disj 0 2 (by decide), disj 1 2 (by decide)⟩) ((f 0).union (f 1)) (f 2),
        Set.ncard_union_eq (disj 0 1 (by decide)) (f 0) (f 1), card, card, card]

/-- If the final content satisfies `a ≥ b ≥ c`, a word with one more letter appended is a ballot
word of that content exactly when the shorter word is a ballot word and the counts match. -/
theorem append_mem_words {a b c : ℕ} (hab : b ≤ a) (hbc : c ≤ b)
    {w : List (Fin 3)} {x : Fin 3} :
    w ++ [x] ∈ words a b c ↔ IsBallot w ∧ (w ++ [x]).count 0 = a ∧
      (w ++ [x]).count 1 = b ∧ (w ++ [x]).count 2 = c := by
  constructor
  · rintro ⟨h, hc⟩
    exact ⟨fun p hp => h p (hp.trans (List.prefix_append _ _)), hc⟩
  · rintro ⟨h, h0, h1, h2⟩
    refine ⟨fun p hp => ?_, h0, h1, h2⟩
    rcases List.prefix_concat_iff.1 hp with rfl | hp'
    · exact ⟨by omega, by omega⟩
    · exact h p hp'

/-- There are no ballot words whose content violates `a ≥ b ≥ c`. -/
theorem words_eq_empty {a b c : ℕ} (h : ¬(b ≤ a ∧ c ≤ b)) : words a b c = ∅ := by
  apply Set.eq_empty_iff_forall_notMem.2
  rintro w ⟨hw, h0, h1, h2⟩
  have := hw w (List.prefix_refl w)
  omega

/-- The number of ballot words with letter counts `a`, `b`, `c`, in product form,
for `b ≤ a + 1` and `c ≤ b + 1`. -/
theorem ballot_count (a b c : ℕ) (hab : b ≤ a + 1) (hbc : c ≤ b + 1) :
    ((words a b c).ncard : ℚ) * (((a + 2)! : ℚ) * ((b + 1)! : ℚ) * (c ! : ℚ)) =
      ((a + b + c)! : ℚ) * (((a : ℚ) - b + 1) * ((a : ℚ) - c + 2) * ((b : ℚ) - c + 1)) := by
  induction hm : a + b + c generalizing a b c with
  | zero =>
    obtain ⟨rfl, rfl, rfl⟩ : a = 0 ∧ b = 0 ∧ c = 0 := by omega
    have h : words 0 0 0 = {[]} := by
      ext w
      constructor
      · rintro ⟨_, h0, h1, h2⟩
        have hl := length_eq_counts w
        exact List.eq_nil_of_length_eq_zero (by omega)
      · rintro rfl
        exact ⟨fun p hp => by rw [List.prefix_nil.1 hp]; simp, by simp, by simp, by simp⟩
    rw [h, Set.ncard_singleton]
    norm_num [Nat.factorial]
  | succ m ih =>
    by_cases hd : b ≤ a ∧ c ≤ b
    swap
    · -- one step outside the ordered region both sides vanish
      rw [words_eq_empty hd, Set.ncard_empty]
      rcases (by omega : b = a + 1 ∨ c = b + 1) with rfl | rfl <;> push_cast <;> ring
    obtain ⟨hba, hcb⟩ := hd
    -- contribution of the words ending in 0
    have e0 : ((before (words a b c) 0).ncard : ℚ) *
        (((a + 2)! : ℚ) * ((b + 1)! : ℚ) * (c ! : ℚ)) = (m ! : ℚ) *
        (((a : ℚ) + 2) * (((a : ℚ) - b) * ((a : ℚ) - c + 1) * ((b : ℚ) - c + 1))) := by
      rcases a with _ | a
      · omega
      · have hs : before (words (a + 1) b c) 0 = words a b c := by
          ext w
          exact (append_mem_words hba hcb).trans
            (by simp [words, List.count_append])
        have h := ih a b c (by omega) (by omega) (by omega)
        rw [hs, show (a + 1 + 2)! = (a + 3) * (a + 2)! from Nat.factorial_succ (a + 2)]
        push_cast at h ⊢
        linear_combination ((a : ℚ) + 3) * h
    -- contribution of the words ending in 1
    have e1 : ((before (words a b c) 1).ncard : ℚ) *
        (((a + 2)! : ℚ) * ((b + 1)! : ℚ) * (c ! : ℚ)) = (m ! : ℚ) *
        (((b : ℚ) + 1) * (((a : ℚ) - b + 2) * ((a : ℚ) - c + 2) * ((b : ℚ) - c))) := by
      rcases b with _ | b
      · obtain rfl : c = 0 := by omega
        have hs : before (words a 0 0) 1 = ∅ := by
          apply Set.eq_empty_iff_forall_notMem.2
          rintro w ⟨_, _, h, _⟩
          simp [List.count_append] at h
        simp [hs]
      · have hs : before (words a (b + 1) c) 1 = words a b c := by
          ext w
          exact (append_mem_words hba hcb).trans
            (by simp [words, List.count_append])
        have h := ih a b c (by omega) (by omega) (by omega)
        rw [hs, Nat.factorial_succ (b + 1)]
        push_cast at h ⊢
        linear_combination ((b : ℚ) + 2) * h
    -- contribution of the words ending in 2
    have e2 : ((before (words a b c) 2).ncard : ℚ) *
        (((a + 2)! : ℚ) * ((b + 1)! : ℚ) * (c ! : ℚ)) = (m ! : ℚ) *
        ((c : ℚ) * (((a : ℚ) - b + 1) * ((a : ℚ) - c + 3) * ((b : ℚ) - c + 2))) := by
      rcases c with _ | c
      · have hs : before (words a b 0) 2 = ∅ := by
          apply Set.eq_empty_iff_forall_notMem.2
          rintro w ⟨_, _, _, h⟩
          simp [List.count_append] at h
        simp [hs]
      · have hs : before (words a b (c + 1)) 2 = words a b c := by
          ext w
          exact (append_mem_words hba hcb).trans
            (by simp [words, List.count_append])
        have h := ih a b c (by omega) (by omega) (by omega)
        rw [hs, Nat.factorial_succ c]
        push_cast at h ⊢
        linear_combination ((c : ℚ) + 1) * h
    have fin : (words a b c).Finite := by
      apply (List.finite_length_eq (Fin 3) (a + b + c)).subset
      rintro w ⟨_, h0, h1, h2⟩
      have hl := length_eq_counts w
      rw [h0, h1, h2] at hl
      exact hl
    have hnil : [] ∉ words a b c := by
      rintro ⟨_, h0, h1, h2⟩
      simp only [List.count_nil] at h0 h1 h2
      omega
    have s : ((words a b c).ncard : ℚ) = (before (words a b c) 0).ncard +
        (before (words a b c) 1).ncard + (before (words a b c) 2).ncard := by
      exact_mod_cast ncard_by_last_letter _ fin hnil
    have hm' : (a : ℚ) + b + c = m + 1 := by exact_mod_cast hm
    rw [s, Nat.factorial_succ m]
    push_cast
    linear_combination e0 + e1 + e2 + (m ! : ℚ) *
      (((a : ℚ) - b + 1) * ((a : ℚ) - c + 2) * ((b : ℚ) - c + 1)) * hm'

/-- The number of ballot words with `n` copies of each of the three letters is
`2 (3n)! / (n! (n+1)! (n+2)!)`. -/
theorem three_letter_catalan (n : ℕ) :
    ((words n n n).ncard : ℚ) =
      2 * ((3 * n)! : ℚ) / ((n ! : ℚ) * ((n + 1)! : ℚ) * ((n + 2)! : ℚ)) := by
  have h := ballot_count n n n (by omega) (by omega)
  rw [show n + n + n = 3 * n by ring] at h
  rw [eq_div_iff (by positivity)]
  linear_combination h

/-- With only two letters in use, `a` of the first and `b ≤ a` of the second, the number of
ballot words is `(a+b)! (a-b+1) / ((a+1)! b!)`. -/
theorem two_letter_ballot (a b : ℕ) (hab : b ≤ a) :
    ((words a b 0).ncard : ℚ) =
      ((a + b)! : ℚ) * ((a : ℚ) - b + 1) / (((a + 1)! : ℚ) * (b ! : ℚ)) := by
  have h := ballot_count a b 0 (by omega) (by omega)
  simp only [Nat.factorial_zero, add_zero] at h
  rw [show (a + 2)! = (a + 2) * (a + 1)! from Nat.factorial_succ (a + 1),
    Nat.factorial_succ b] at h
  push_cast at h
  rw [eq_div_iff (by positivity)]
  -- cancel the common factor (a + 2)(b + 1)
  have hne : ((a : ℚ) + 2) * ((b : ℚ) + 1) ≠ 0 := by positivity
  apply mul_left_cancel₀ hne
  linear_combination h

/-- The ballot words with `n` copies of each of two letters are counted by the Catalan number. -/
theorem two_letter_catalan (n : ℕ) : (words n n 0).ncard = catalan n := by
  have e : catalan n * ((n + 1)! * n !) = (n + n)! := by
    rw [← Nat.add_choose_mul_factorial_mul_factorial n n, ← two_mul n,
      ← Nat.centralBinom_eq_two_mul_choose, ← succ_mul_catalan_eq_centralBinom,
      Nat.factorial_succ]
    ring
  have e' : (catalan n : ℚ) * (((n + 1)! : ℚ) * (n ! : ℚ)) = ((n + n)! : ℚ) := by
    exact_mod_cast e
  have h : ((words n n 0).ncard : ℚ) = (catalan n : ℚ) := by
    rw [two_letter_ballot n n le_rfl, div_eq_iff (by positivity)]
    linear_combination -e'
  exact_mod_cast h

end ThreeLetterBallot
```

```lean
#print axioms ThreeLetterBallot.three_letter_catalan
#print axioms ThreeLetterBallot.two_letter_catalan
```

```
'ThreeLetterBallot.three_letter_catalan' depends on axioms: [propext, Classical.choice, Quot.sound]
'ThreeLetterBallot.two_letter_catalan' depends on axioms: [propext, Classical.choice, Quot.sound]
```

## From the last letter to the product formula

**Splitting the set.** `before S x` is the set of words that land in `S` when `x` is appended. In `ncard_by_last_letter`, appending `x` maps this set injectively onto the words of `S` that end in `x`. The three images are disjoint, since their last letters differ, and they cover `S`, since `S` has no empty word. This gives the three-term sum; `letter_cases` supplies the three possible letters.

**Keeping the ballot condition.** `append_mem_words` is the argument about the one new prefix: `List.prefix_concat_iff` says that a prefix of the longer word is either the whole word or a prefix of the shorter one. `words_eq_empty` applies the ballot condition to the whole word to exclude unordered contents.

**The induction.** `ballot_count` runs over the length `m`, with `a`, `b`, `c` left free so that the induction hypothesis applies to all three shorter contents. The facts `e0`, `e1` and `e2` are the contributions of words ending in 0, 1 and 2, each already multiplied by the factorials. To avoid subtraction in ℕ, the code renames a positive count, for example `a` as `a + 1`, so that the shorter content is `a`. The cases $b=0$ and $c=0$ are handled by showing that no word can end in the missing letter.

The lemma `length_eq_counts` identifies the empty word in the base case and shows that `words a b c` is finite, as the splitting lemma requires. The last `linear_combination` adds the three contributions, uses `hm'` for $a+b+c=m+1$, and checks the polynomial identity by expansion, where the derivation above used derivatives of $\Delta$.

**The special cases.** `three_letter_catalan` sets all counts to `n` and divides by the positive factorials. `two_letter_ballot` cancels the common factor $(a+2)(b+1)$. `two_letter_catalan` uses Mathlib's relation between `catalan` and the central binomial coefficient, then returns from ℚ to ℕ.
